# Many-body increments of constant magnitude for one particle hopping equally between all sites

A fragment calculation that stops its many-body expansion after pairs or triples drops the increments of all larger fragments. That step is sound when the dropped increments add up to little. For one particle that hops with the same amplitude $-t$, $t>0$, between any two distinct sites, they need not: every fragment of two or more sites has an increment of magnitude $t$, with a sign that alternates with the number of sites. The on-site energies and the energy of the empty fragment are set to zero here, and every nonempty fragment holds the same single particle. In the usual fragment calculations of electronic structure each fragment brings its own electrons, so the model does not describe them; it is a solvable example of an expansion whose increments do not decay with fragment size.

## Hamiltonian, energy and increments

```lean
import Mathlib

open Matrix

namespace HoppingManyBodyExpansion

noncomputable section
```

The file loads the mathematical library Mathlib and opens its matrix notation. In what follows, `*ᵥ` multiplies a matrix by a vector, and `⬝ᵥ` sums the products of the components of two vectors, without complex conjugation.

```lean
/-- The Hamiltonian of one particle that hops with amplitude `-t` between any two distinct
sites of `σ`. -/
def hopping (σ : Type*) [DecidableEq σ] (t : ℝ) : Matrix σ σ ℂ :=
  Matrix.of fun i j => if i = j then 0 else -(t : ℂ)
```

The type `σ` is the collection of sites. The Hamiltonian has the elements
$$H_{ii}=0,\qquad H_{ij}=-t\quad(i\neq j).$$
All on-site energies are zero, and the hopping does not depend on distance. The number $t$ is real, and `(t : ℂ)` reads it as a complex number.

```lean
/-- The Rayleigh quotient of the hopping Hamiltonian in the state with amplitudes `ψ`. -/
def rayleigh {σ : Type*} [Fintype σ] [DecidableEq σ] (t : ℝ) (ψ : σ → ℂ) : ℝ :=
  (star ψ ⬝ᵥ (hopping σ t *ᵥ ψ)).re / ∑ i, Complex.normSq (ψ i)
```

A state is a function `ψ` that gives each site a complex amplitude $\psi_i$. Its Rayleigh quotient is
$$R(\psi)=\frac{\mathrm{Re}\,\langle\psi|H|\psi\rangle}{\sum_i|\psi_i|^2}.$$
Here `star ψ` is the complex conjugate and `Complex.normSq` is $|\cdot|^2$. The state need not be normalised, since the denominator takes care of that. Because $H$ is Hermitian, taking the real part loses nothing; it makes the result a real number for Lean.

```lean
/-- The set of Rayleigh quotients of all nonzero states on the sites `σ`. -/
def rayleighValues (σ : Type*) [Fintype σ] [DecidableEq σ] (t : ℝ) : Set ℝ :=
  {e | ∃ ψ : σ → ℂ, ψ ≠ 0 ∧ e = rayleigh t ψ}
```

This is the set of all energies $e$ for which there is a nonzero state $\psi$ with $e=R(\psi)$.

```lean
/-- The ground-state energy of the fragment `S`: the infimum of the Rayleigh quotients,
and zero for the empty fragment. -/
def groundEnergy {ι : Type*} [DecidableEq ι] (t : ℝ) (S : Finset ι) : ℝ :=
  if S = ∅ then 0 else sInf (rayleighValues S t)
```

A fragment `S` is a finite set of sites taken from a possibly larger collection `ι`. Its energy $E(S)$ is the infimum of the Rayleigh quotients on the sites of $S$, so every nonempty fragment holds exactly one particle. The empty fragment has no site for the particle, and $E(\emptyset)=0$ is a convention: it stands for an expansion that starts with the one-site energies and has no constant term.

```lean
/-- The many-body increment of `S`: its energy minus the increments of all proper
subfragments. -/
def increment {ι : Type*} [DecidableEq ι] (E : Finset ι → ℝ) (S : Finset ι) : ℝ :=
  E S - ∑ T ∈ S.ssubsets.attach, increment E T.1
termination_by S.card
decreasing_by exact Finset.card_lt_card (Finset.mem_ssubsets.mp T.2)
```

The increment $\varepsilon(S)$ is what remains of the energy once all smaller contributions are removed:
$$\varepsilon(S)=E(S)-\sum_{T\subsetneq S}\varepsilon(T).$$
For a pair with $E(\emptyset)=0$ this is the familiar $E(\{i,j\})-E(\{i\})-E(\{j\})$. The definition refers to itself, so Lean asks for a reason why the recursion ends. The last two lines supply it: a proper subset has fewer elements. The word `attach` keeps with each $T$ the proof that it is a proper subset.

## The lowest energy of a fragment

```lean
section Spectrum

variable {σ : Type*} [Fintype σ] [DecidableEq σ]

/-- The real part of `⟨ψ|H|ψ⟩` is `-(n-1)t` times the squared norm plus `t/2` times the sum of `|ψ i
- ψ j|²` over all ordered pairs of sites. -/
theorem energy_identity (t : ℝ) (ψ : σ → ℂ) :
    (star ψ ⬝ᵥ (hopping σ t *ᵥ ψ)).re =
      -((Fintype.card σ : ℝ) - 1) * t * ∑ i, Complex.normSq (ψ i)
        + t / 2 * ∑ i, ∑ j, Complex.normSq (ψ i - ψ j) := by
  obtain ⟨Z, hZ⟩ : ∃ Z : ℂ, Z = ∑ i, ψ i := ⟨_, rfl⟩
  have hre : ∑ i, (ψ i).re = Z.re := by rw [hZ, Complex.re_sum]
  have him : ∑ i, (ψ i).im = Z.im := by rw [hZ, Complex.im_sum]
  -- the Hamiltonian subtracts the total amplitude and restores the diagonal
  have hrow : ∀ i, (hopping σ t *ᵥ ψ) i = t * ψ i - t * Z := by
    intro i
    have h : ∀ j, (if i = j then 0 else -(t : ℂ)) * ψ j
        = (if i = j then (t : ℂ) * ψ j else 0) - t * ψ j := by
      intro j
      split_ifs <;> ring
    simp only [Matrix.mulVec, dotProduct, hopping, Matrix.of_apply, h,
      Finset.sum_sub_distrib, ← Finset.mul_sum, ← hZ, Finset.sum_ite_eq,
      Finset.mem_univ, if_true]
  have hterm : ∀ i, ((star ψ) i * (hopping σ t *ᵥ ψ) i).re
      = t * Complex.normSq (ψ i) - t * ((ψ i).re * Z.re + (ψ i).im * Z.im) := by
    intro i
    rw [hrow, Pi.star_apply]
    simp only [Complex.star_def, Complex.mul_re, Complex.mul_im, Complex.sub_re,
      Complex.sub_im, Complex.conj_re, Complex.conj_im, Complex.ofReal_re,
      Complex.ofReal_im, Complex.normSq_apply]
    ring
  -- expand the squared differences
  have hdiff : ∀ i j, Complex.normSq (ψ i - ψ j) = Complex.normSq (ψ i)
      + Complex.normSq (ψ j) - 2 * ((ψ i).re * (ψ j).re + (ψ i).im * (ψ j).im) := by
    intro i j
    simp only [Complex.normSq_apply, Complex.sub_re, Complex.sub_im]
    ring
  rw [dotProduct, Complex.re_sum, Finset.sum_congr rfl (fun i _ => hterm i)]
  simp only [hdiff, Finset.sum_sub_distrib, Finset.sum_add_distrib, ← Finset.mul_sum,
    ← Finset.sum_mul, Finset.sum_const, Finset.card_univ, nsmul_eq_mul, hre, him]
  ring
```

The statement stands before `:= by`, and the proof follows it. Write $n$ for the number of sites, `Fintype.card σ` in the code, and set
$$N=\sum_i|\psi_i|^2,\qquad Z=\sum_i\psi_i,\qquad D=\sum_{i,j}|\psi_i-\psi_j|^2.$$
The theorem says that $\langle\psi|H|\psi\rangle=-(n-1)tN+\tfrac t2D$, for every real $t$.

By hand, the Hamiltonian acts as
$$(H\psi)_i=-t\sum_{j\ne i}\psi_j=t\psi_i-tZ,$$
which is `hrow`. Multiplying by $\psi_i^*$ and summing over $i$ gives
$$\langle\psi|H|\psi\rangle=tN-t|Z|^2.$$
The fact `hterm` is the real part of one term of this sum, written with real and imaginary parts. Next, `hdiff` expands one squared difference, and the sum over both indices is
$$D=\sum_{i,j}\left(|\psi_i|^2+|\psi_j|^2-2\,\mathrm{Re}\,\psi_i^*\psi_j\right)=2nN-2|Z|^2.$$
Hence $|Z|^2=nN-\tfrac12D$, and inserting this gives
$$tN-t\left(nN-\tfrac12D\right)=-(n-1)tN+\tfrac t2D.$$
In Lean, `simp only` carries out the sums and `ring` does the closing algebra.

```lean
omit [DecidableEq σ] in
/-- A nonzero state has positive squared norm. -/
theorem normSq_sum_pos {ψ : σ → ℂ} (hψ : ψ ≠ 0) : 0 < ∑ i, Complex.normSq (ψ i) := by
  obtain ⟨i, hi⟩ := Function.ne_iff.mp hψ
  exact Finset.sum_pos' (fun j _ => Complex.normSq_nonneg _)
    ⟨i, Finset.mem_univ i, Complex.normSq_pos.mpr hi⟩
```

A nonzero state has $N>0$: some amplitude $\psi_i$ is nonzero, its square is positive, and the other squares are not negative. This permits division by $N$.

```lean
/-- The Rayleigh quotient of a nonzero state is `-(n-1)t` plus `t/2` times the sum of `|ψ i - ψ j|²`
over all ordered pairs of sites, divided by the squared norm. -/
theorem rayleigh_eq (t : ℝ) {ψ : σ → ℂ} (hψ : ψ ≠ 0) :
    rayleigh t ψ = -((Fintype.card σ : ℝ) - 1) * t
      + t / 2 * (∑ i, ∑ j, Complex.normSq (ψ i - ψ j)) / ∑ i, Complex.normSq (ψ i) := by
  rw [rayleigh, energy_identity, add_div, mul_div_cancel_right₀ _ (normSq_sum_pos hψ).ne']
```

Dividing the identity by $N$ gives
$$R(\psi)=-(n-1)t+\frac{t}{2}\,\frac{D}{N}.$$
For $t>0$ the second term is the energy cost of amplitudes that differ between sites.

```lean
/-- For `t > 0`, a nonzero state has Rayleigh quotient `-(n-1)t` exactly when its amplitude is the
same on all sites. -/
theorem rayleigh_eq_lowest_iff {t : ℝ} (ht : 0 < t) {ψ : σ → ℂ} (hψ : ψ ≠ 0) :
    rayleigh t ψ = -((Fintype.card σ : ℝ) - 1) * t ↔ ∀ i j, ψ i = ψ j := by
  rw [rayleigh_eq t hψ]
  constructor
  · intro h i j
    have h' : t / 2 * (∑ i, ∑ j, Complex.normSq (ψ i - ψ j))
        / ∑ i, Complex.normSq (ψ i) = 0 := by linarith
    have h1 := (div_eq_zero_iff.mp h').resolve_right (normSq_sum_pos hψ).ne'
    have h2 := (mul_eq_zero.mp h1).resolve_left (half_pos ht).ne'
    -- a vanishing sum of squares vanishes term by term
    have h3 := (Finset.sum_eq_zero_iff_of_nonneg (fun i _ =>
      Finset.sum_nonneg fun j _ => Complex.normSq_nonneg (ψ i - ψ j))).mp h2 i
      (Finset.mem_univ i)
    have h4 := (Finset.sum_eq_zero_iff_of_nonneg (fun j _ =>
      Complex.normSq_nonneg (ψ i - ψ j))).mp h3 j (Finset.mem_univ j)
    exact sub_eq_zero.mp (Complex.normSq_eq_zero.mp h4)
  · intro h
    have h0 : ∀ i j, Complex.normSq (ψ i - ψ j) = 0 := by
      intro i j
      rw [h i j, sub_self, map_zero]
    simp [h0]
```

The symbol `↔` means "if and only if". For $t>0$ and $\psi\neq0$, the quotient equals $-(n-1)t$ exactly when all amplitudes are equal. If it has that value, then $\tfrac t2D/N=0$. Since $N$ and $t$ are positive, $D=0$. A sum of non-negative terms vanishes only if each term does, so $\psi_i=\psi_j$ for all $i,j$. The facts `h'` and `h1` to `h4` follow this order, with `h3` and `h4` treating the two sums one after the other. Conversely, equal amplitudes make every difference zero.

```lean
/-- For `t > 0`, the least Rayleigh quotient on a nonempty set of `n` sites is `-(n-1)t`. -/
theorem isLeast_rayleigh [Nonempty σ] {t : ℝ} (ht : 0 < t) :
    IsLeast (rayleighValues σ t) (-((Fintype.card σ : ℝ) - 1) * t) := by
  constructor
  · have h1 : (fun _ : σ => (1 : ℂ)) ≠ 0 := by
      intro h
      have := congrFun h (Classical.arbitrary σ)
      simp at this
    exact ⟨_, h1, ((rayleigh_eq_lowest_iff ht h1).mpr fun _ _ => rfl).symm⟩
  · rintro e ⟨ψ, hψ, rfl⟩
    rw [rayleigh_eq t hψ]
    have hD : 0 ≤ ∑ i, ∑ j, Complex.normSq (ψ i - ψ j) :=
      Finset.sum_nonneg fun i _ => Finset.sum_nonneg fun j _ => Complex.normSq_nonneg _
    have := div_nonneg (mul_nonneg (half_pos ht).le hD) (normSq_sum_pos hψ).le
    linarith

end Spectrum
```

`IsLeast` makes two claims: the value belongs to the set, and no member of the set lies below it. For the first, the proof uses the state with amplitude $1$ on every site; normalised, it has amplitude $1/\sqrt n$. For the second, $\tfrac t2D/N\ge0$ when $t>0$, so $R(\psi)\ge-(n-1)t$. The assumption `[Nonempty σ]` says that there is at least one site. For a single site the least value is $0$.

## From energies to increments

```lean
variable {ι : Type*} [DecidableEq ι]

/-- A family whose sums over subfragments reproduce the energy of every fragment is the
family of many-body increments. -/
theorem increment_unique (E D : Finset ι → ℝ)
    (h : ∀ S, ∑ T ∈ S.powerset, D T = E S) (S : Finset ι) : increment E S = D S := by
  induction S using Finset.strongInduction with
  | H S ih =>
    rw [increment, Finset.sum_attach S.ssubsets (fun T => increment E T),
      Finset.sum_congr rfl (fun T hT => ih T (Finset.mem_ssubsets.mp hT))]
    -- split the full fragment off the sum over all subfragments
    have hs : D S + ∑ T ∈ S.ssubsets, D T = ∑ T ∈ S.powerset, D T :=
      Finset.add_sum_erase S.powerset D (Finset.mem_powerset_self S)
    linarith [h S]
```

Here `E` is any assignment of energies to fragments. Suppose that a family $D(T)$, unrelated to the sum $D$ above, satisfies
$$\sum_{T\subseteq S}D(T)=E(S)\quad\text{for every }S.$$
Then $D$ is the family of increments. The proof is by strong induction: assume $\varepsilon(T)=D(T)$ for all proper subsets $T$ of $S$. Then
$$\varepsilon(S)=E(S)-\sum_{T\subsetneq S}D(T)=D(S),$$
where the last step splits the term $T=S$ off the full sum. That splitting is `hs`, and `ih` is the induction hypothesis. The recursion can therefore be solved by proposing a formula and checking its sums.

```lean
/-- For `t > 0`, the ground-state energy of a nonempty fragment of `n` sites is `-(n-1)t`. -/
theorem groundEnergy_eq {t : ℝ} (ht : 0 < t) {S : Finset ι} (hS : S.Nonempty) :
    groundEnergy t S = -((S.card : ℝ) - 1) * t := by
  have : Nonempty S := hS.to_subtype
  rw [groundEnergy, if_neg hS.ne_empty, (isLeast_rayleigh ht).csInf_eq, Fintype.card_coe]
```

For a nonempty fragment with $n$ sites, $E(S)=-(n-1)t$. A least element of a set is also its infimum, so the previous result on Rayleigh quotients applies directly.

```lean
/-- For `t > 0`, the many-body increment of the ground-state energy for a fragment of `n ≥ 2` sites
is `(-1)^(n+1) t`. -/
theorem increment_groundEnergy {t : ℝ} (ht : 0 < t) {S : Finset ι} (hS : 2 ≤ S.card) :
    increment (groundEnergy t) S = (-1) ^ (S.card + 1) * t := by
  rw [increment_unique (groundEnergy t) (fun T => t * ((if T = ∅ then 1 else 0)
    - (if T.card = 1 then 1 else 0) - (-1) ^ T.card)) ?_ S]
  · have h0 : S ≠ ∅ := by
      rintro rfl
      simp at hS
    have h1 : S.card ≠ 1 := by omega
    simp only [if_neg h0, if_neg h1]
    ring
  · intro R
    rcases R.eq_empty_or_nonempty with rfl | hR
    · simp [groundEnergy]
    -- count the empty set, the singletons, and the alternating sum over all subsets
    have a0 : ∑ T ∈ R.powerset, (if T = ∅ then (1 : ℝ) else 0) = 1 := by
      rw [Finset.sum_ite_eq']
      simp
    have a1 : ∑ T ∈ R.powerset, (if T.card = 1 then (1 : ℝ) else 0) = R.card := by
      have h : ∑ T ∈ R.powerset, (if T.card = 1 then (1 : ℝ) else 0)
          = ∑ m ∈ Finset.range (R.card + 1),
            R.card.choose m • (if m = 1 then (1 : ℝ) else 0) := by
        apply Finset.sum_powerset_apply_card (fun m : ℕ => if m = 1 then (1 : ℝ) else 0)
      rw [h, Finset.sum_eq_single 1]
      · simp
      · intro b _ hb
        simp [hb]
      · intro hb
        have := hR.card_pos
        exact absurd (Finset.mem_range.mpr (by omega)) hb
    have a2 : ∑ T ∈ R.powerset, (-1 : ℝ) ^ T.card = 0 := by
      have h := Finset.sum_powerset_neg_one_pow_card_of_nonempty hR
      exact_mod_cast h
    rw [groundEnergy_eq ht hR, ← Finset.mul_sum, Finset.sum_sub_distrib,
      Finset.sum_sub_distrib, a0, a1, a2]
    ring
```

This is the formula for the increments: for $n\ge2$ sites,
$$\varepsilon(S)=(-1)^{n+1}t.$$
The proposed family is
$$D(T)=t\left([T=\emptyset]-[|T|=1]-(-1)^{|T|}\right),$$
where a bracket is $1$ if its condition holds and $0$ otherwise, and $|T|$ is the number of sites in $T$. For $|T|=n\ge2$ both brackets vanish, which leaves $-(-1)^nt=(-1)^{n+1}t$. This is the first bulleted part of the proof.

The second part checks the sums over the subsets of an arbitrary fragment, called $R$ as in the code and unrelated to the Rayleigh quotient $R(\psi)$. If $R$ is empty, the only term is $D(\emptyset)=t(1-0-1)=0=E(\emptyset)$. If $R$ has $n\ge1$ sites, three counts are needed:

- `a0`: there is one empty subset.
- `a1`: there are $n$ subsets with one site.
- `a2`: the alternating sum is $\sum_{m=0}^n\binom nm(-1)^m=(1-1)^n=0$.

Together they give
$$\sum_{T\subseteq R}D(T)=t(1-n-0)=-(n-1)t=E(R),$$
as `increment_unique` requires.

Three sites show the effect on a truncated expansion. The one-site increments are zero, each of the three pairs contributes $-t$, and the triple contributes $+t$. Stopping after the pairs gives $-3t$, while the exact energy is $-2t$.

The convention for the empty fragment matters here. With $E(\emptyset)=t$ in place of zero, the energy would be $t-nt$ for every $n\ge0$, and all increments from pairs upwards would vanish. For a general value $E(\emptyset)=c$ the increments from pairs upwards have the magnitude $|t-c|$, which equals $t$ for the choice $c=0$ made here.

```lean
/-- For `t > 0`, the many-body increment of the ground-state energy has magnitude `t` for every
fragment with at least two sites. -/
theorem abs_increment_groundEnergy {t : ℝ} (ht : 0 < t) {S : Finset ι}
    (hS : 2 ≤ S.card) : |increment (groundEnergy t) S| = t := by
  rw [increment_groundEnergy ht hS, abs_mul, abs_pow, abs_neg, abs_one, one_pow, one_mul,
    abs_of_pos ht]

end

end HoppingManyBodyExpansion
```

Taking absolute values removes the sign: $|\varepsilon(S)|=t$ for every fragment with at least two sites, however large.

## Two sites with a negative $t$

The hypothesis `0 < t` fixes which state lies lowest. Take two sites and $t<0$, so that both off-diagonal elements of $H$ are $|t|$. The normalised state $(1,-1)/\sqrt2$ then has the lowest energy, $-|t|$. The formula $-(n-1)t$ would give $+|t|$, which is the highest energy. The pair increment is $-|t|=t$, whereas $(-1)^{n+1}t$ would give $-t$. The identity for the energy expectation still holds, but its second term now lowers the energy of states whose amplitudes differ.

```lean
#print axioms HoppingManyBodyExpansion.abs_increment_groundEnergy
```

```
'HoppingManyBodyExpansion.abs_increment_groundEnergy' depends on axioms: [propext, Classical.choice, Quot.sound]
```
